# For occupations in [0,1], truncating the entropy series after m ≥ 1 terms overestimates the mean-field fermionic entropy by at most k_B/(4m) per level

In a finite-temperature mean-field electronic-structure calculation, I can get the free energy by adding \(-TS\) to the energy, where \(S\) is the entropy of the occupations. If the calculation gives me the one-particle density matrix \(P\) in an orthonormal spin-orbital basis, but not its eigenvalues, I would like to evaluate \(S\) from traces of powers of \(1-2P\). For a single level with occupation \(0\le p\le1\), and with entropies in units of the Boltzmann constant, the claim is that

\[
s(p)=-p\log p-(1-p)\log(1-p)=\log 2-\sum_{n\ge1}\frac{(1-2p)^{2n}}{2n(2n-1)},
\]

and that stopping after \(m\ge1\) terms gives a value that is too high by at most \(1/(4m)\), even for empty and full levels. Can this be made rigorous and machine-checked, including the version for matrices?

## From two logarithm series to a bound on the tail

Yes. Take \(0<p<1\) first and set \(x=1-2p\), so that \(|x|<1\), \(p=(1-x)/2\) and \(1-p=(1+x)/2\). Inserting these into \(s(p)\) and collecting logarithms gives

\[
\log 2-s(p)=\frac{x}{2}\bigl[\log(1+x)-\log(1-x)\bigr]+\frac12\log(1-x^2).
\]

The two series needed are

\[
\log(1+x)-\log(1-x)=2\sum_{k\ge0}\frac{x^{2k+1}}{2k+1},\qquad
\log(1-x^2)=-\sum_{k\ge0}\frac{x^{2k+2}}{k+1}.
\]

The coefficient of \(x^{2k+2}\) is therefore

\[
\frac{1}{2k+1}-\frac{1}{2k+2}=\frac{1}{(2k+1)(2k+2)},
\]

which is the claimed series with \(n=k+1\).

Let \(s_m(p)\) be \(\log 2\) minus the terms \(k=0,\dots,m-1\). The excess \(s_m(p)-s(p)\) is the sum of the remaining terms. These are nonnegative, so \(s_m\ge s\). Since \(x^{2k+2}\le1\) and \((2k+1)(2k+2)\ge4k(k+1)\), for \(m\ge1\)

\[
s_m(p)-s(p)\le\sum_{k\ge m}\frac14\Bigl(\frac1k-\frac1{k+1}\Bigr)=\frac1{4m}.
\]

With \(0\log0=0\), both \(s\) and \(s_m\) are continuous on \([0,1]\), so the two inequalities pass to the limits \(p\to0\) and \(p\to1\). Letting \(m\to\infty\) then gives the series at the endpoints too.

At \(p=0\) every power equals 1, and

\[
s_m(0)-s(0)=\sum_{k\ge m}\frac{1}{(2k+1)(2k+2)}\ge\sum_{k\ge m}\frac{1}{(2k+1)(2k+3)}=\frac{1}{4m+2}.
\]

A bound for these truncations that covers all of \([0,1]\) thus cannot decay faster than \(1/m\).

For \(N\) levels, write \(P=U\,\mathrm{diag}(p_i)\,U^\dagger\) with \(U\) unitary. Then \((1-2P)^j=U\,\mathrm{diag}\bigl((1-2p_i)^j\bigr)U^\dagger\), and cyclicity of the trace gives \(\mathrm{Tr}(1-2P)^j=\sum_i(1-2p_i)^j\). Consequently

\[
N\log2-\sum_{k=0}^{m-1}\frac{\mathrm{Tr}(1-2P)^{2k+2}}{(2k+1)(2k+2)}=\sum_i s_m(p_i),
\]

which exceeds \(\sum_i s(p_i)\) by at most \(N/(4m)\).

## Occupations, traces and hypotheses in Lean

`levelEntropy p` is \(s(p)\), `entropyTerm k p` is the term \(n=k+1\), and `polyEntropy m p` is \(s_m(p)\). Lean's `Real.log 0 = 0` supplies the convention \(0\log0=0\). The main theorems say the following.

- `entropy_series`: for `p` in the closed interval, the terms sum to \(\log2-s(p)\). `HasSum` expresses convergence to that value.
- `truncation_error`: for `1 ≤ m`, \(s(p)\le s_m(p)\le s(p)+1/(4m)\).
- `truncation_error_empty_level`: the excess at \(p=0\) is at least \(1/(4m+2)\), for every `m`, including zero.
- `matrix_truncation_error`: `matrixPolyEntropy m P` has zero imaginary part, and its real part lies between \(\sum_i s(p_i)\) and that sum plus \(N/(4m)\), where \(N\) is `Fintype.card n`, the size of the matrix. Here `n` is the type that indexes its rows and columns, not the summation index of the series.

The matrix `P` is complex and finite, in an orthonormal basis. The diagonalization enters through the hypotheses `hU` and `hP`, while the definition of `matrixPolyEntropy` uses only `P`. The condition `hp` that occupations lie in \([0,1]\) is the Pauli principle for one spin-orbital per level; it is assumed. Smearing schemes with occupations outside this range, or with an entropy term other than \(s(p)\), are not covered. The sum \(\sum_i s(p_i)\) is the entropy of non-interacting fermions in the grand-canonical ensemble, where the levels are filled independently of each other. For a non-interacting or mean-field model treated in this way in a finite basis, the result therefore bounds the entropy error of a trace-based free energy evaluated at a given \(P\). Here \(N\) counts spin-orbital basis functions, not electrons, so empty levels contribute to the error as well.

```lean
import Mathlib

open Matrix Filter Topology

namespace OccupationEntropySeries

noncomputable section

/-- Entropy (in units of the Boltzmann constant) of a level with occupation `p`. -/
def levelEntropy (p : ℝ) : ℝ := -(p * Real.log p) - (1 - p) * Real.log (1 - p)

/-- The term `n = k + 1` of the entropy series, `(1 - 2p)^(2n) / ((2n - 1) 2n)`. -/
def entropyTerm (k : ℕ) (p : ℝ) : ℝ :=
  (1 - 2 * p) ^ (2 * (k + 1)) / ((2 * (k : ℝ) + 1) * (2 * (k : ℝ) + 2))

/-- Polynomial entropy of a level: `log 2` minus the first `m` terms of the series. -/
def polyEntropy (m : ℕ) (p : ℝ) : ℝ :=
  Real.log 2 - ∑ k ∈ Finset.range m, entropyTerm k p

/-- Polynomial entropy of a one-particle density matrix `P`, built from traces of powers
of `1 - 2P`. -/
def matrixPolyEntropy {n : Type*} [Fintype n] [DecidableEq n] (m : ℕ) (P : Matrix n n ℂ) : ℂ :=
  (Fintype.card n : ℂ) * (Real.log 2 : ℝ) - ∑ k ∈ Finset.range m,
    trace ((1 - (2 : ℂ) • P) ^ (2 * (k + 1))) / ((2 * (k : ℂ) + 1) * (2 * (k : ℂ) + 2))

/-- Every term of the entropy series is nonnegative. -/
theorem entropyTerm_nonneg (k : ℕ) (p : ℝ) : 0 ≤ entropyTerm k p := by
  unfold entropyTerm
  rw [pow_mul]
  positivity

/-- For a partially filled level, `0 < p < 1`, the series sums to `log 2` minus the entropy. -/
theorem hasSum_interior {p : ℝ} (h0 : 0 < p) (h1 : p < 1) :
    HasSum (fun k => entropyTerm k p) (Real.log 2 - levelEntropy p) := by
  have hx : |1 - 2 * p| < 1 := abs_lt.2 ⟨by linarith, by linarith⟩
  have hx2 : |(1 - 2 * p) ^ 2| < 1 := by
    rw [abs_pow]
    exact pow_lt_one₀ (abs_nonneg _) hx two_ne_zero
  -- combine the series of log((1+x)/(1-x)) and of log(1-x²), with x = 1 - 2p
  have A := (Real.hasSum_log_sub_log_of_abs_lt_one hx).mul_left ((1 - 2 * p) / 2)
  have B := (Real.hasSum_pow_div_log_of_abs_lt_one hx2).mul_left (1 / 2)
  have hf : (fun k => entropyTerm k p) = fun k : ℕ =>
      (1 - 2 * p) / 2 * (2 * (1 / (2 * (k : ℝ) + 1)) * (1 - 2 * p) ^ (2 * k + 1))
        - 1 / 2 * (((1 - 2 * p) ^ 2) ^ (k + 1) / ((k : ℝ) + 1)) := by
    funext k
    unfold entropyTerm
    have e1 : (1 - 2 * p) ^ (2 * (k + 1)) = (1 - 2 * p) ^ (2 * k + 1) * (1 - 2 * p) := by
      rw [show 2 * (k + 1) = 2 * k + 1 + 1 by ring, pow_succ (1 - 2 * p) (2 * k + 1)]
    have e2 : ((1 - 2 * p) ^ 2) ^ (k + 1) = (1 - 2 * p) ^ (2 * k + 1) * (1 - 2 * p) := by
      rw [← pow_mul, e1]
    rw [e1, e2]
    generalize (1 - 2 * p) ^ (2 * k + 1) = y
    generalize 1 - 2 * p = x
    have a1 : 2 * (k : ℝ) + 1 ≠ 0 := by positivity
    have a2 : (k : ℝ) + 1 ≠ 0 := by positivity
    have a3 : 2 * (k : ℝ) + 2 = 2 * ((k : ℝ) + 1) := by ring
    rw [a3]
    field_simp
    ring
  have hv : Real.log 2 - levelEntropy p
      = (1 - 2 * p) / 2 * (Real.log (1 + (1 - 2 * p)) - Real.log (1 - (1 - 2 * p)))
        - 1 / 2 * -Real.log (1 - (1 - 2 * p) ^ 2) := by
    have hq : 0 < 1 - p := by linarith
    have l1 : Real.log (1 + (1 - 2 * p)) = Real.log 2 + Real.log (1 - p) := by
      rw [← Real.log_mul two_ne_zero hq.ne']; congr 1; ring
    have l2 : Real.log (1 - (1 - 2 * p)) = Real.log 2 + Real.log p := by
      rw [← Real.log_mul two_ne_zero h0.ne']; congr 1; ring
    have l3 : Real.log (1 - (1 - 2 * p) ^ 2)
        = (Real.log 2 + Real.log p) + (Real.log 2 + Real.log (1 - p)) := by
      rw [← Real.log_mul two_ne_zero h0.ne', ← Real.log_mul two_ne_zero hq.ne',
        ← Real.log_mul (by positivity) (by positivity)]
      congr 1; ring
    rw [l1, l2, l3]
    unfold levelEntropy
    ring
  rw [hf, hv]
  exact A.sub B

/-- For `0 < p < 1` the truncation after `m ≥ 1` terms exceeds the entropy by at most
`1/(4m)`, and never falls below it. -/
theorem truncation_interior {p : ℝ} (h0 : 0 < p) (h1 : p < 1) {m : ℕ} (hm : 1 ≤ m) :
    levelEntropy p ≤ polyEntropy m p ∧
      polyEntropy m p ≤ levelEntropy p + 1 / (4 * (m : ℝ)) := by
  have ht : Tendsto (fun j => polyEntropy j p) atTop (𝓝 (levelEntropy p)) := by
    have h := (hasSum_interior h0 h1).tendsto_sum_nat.const_sub (Real.log 2)
    rw [sub_sub_cancel] at h
    exact h
  have hstep : ∀ j, polyEntropy (j + 1) p = polyEntropy j p - entropyTerm j p := by
    intro j
    unfold polyEntropy
    rw [Finset.sum_range_succ]
    ring
  constructor
  · -- the truncations decrease towards the entropy
    have ha : Antitone (fun j => polyEntropy j p) := antitone_nat_of_succ_le fun j => by
      have := entropyTerm_nonneg j p
      have := hstep j
      linarith
    exact ha.le_of_tendsto ht m
  · -- after subtraction of 1/(4m) they increase towards it
    have hmono : Monotone (fun j : ℕ => polyEntropy (j + 1) p - 1 / 4 * (1 / ((j : ℝ) + 1))) := by
      refine monotone_nat_of_le_succ fun j => ?_
      have hb : entropyTerm (j + 1) p ≤ 1 / (4 * ((j : ℝ) + 1) * ((j : ℝ) + 2)) := by
        unfold entropyTerm
        have hpow : (1 - 2 * p) ^ (2 * (j + 1 + 1)) ≤ 1 := by
          rw [pow_mul]
          exact pow_le_one₀ (sq_nonneg _) (by nlinarith)
        have hj : (0 : ℝ) ≤ j := Nat.cast_nonneg j
        push_cast
        refine div_le_div₀ zero_le_one hpow (by positivity) (by nlinarith)
      have he : 1 / 4 * (1 / ((j : ℝ) + 1)) - 1 / 4 * (1 / ((j : ℝ) + 1 + 1))
          = 1 / (4 * ((j : ℝ) + 1) * ((j : ℝ) + 2)) := by
        have a1 : (j : ℝ) + 1 ≠ 0 := by positivity
        have a2 : (j : ℝ) + 2 ≠ 0 := by positivity
        rw [show (j : ℝ) + 1 + 1 = j + 2 by ring]
        field_simp
        ring
      have := hstep (j + 1)
      push_cast
      linarith
    have hl := (ht.comp (tendsto_add_atTop_nat 1)).sub
      ((tendsto_one_div_add_atTop_nhds_zero_nat (𝕜 := ℝ)).const_mul (1 / 4))
    rw [mul_zero, sub_zero] at hl
    obtain ⟨j, rfl⟩ := Nat.exists_eq_add_of_le' hm
    have h := hmono.ge_of_tendsto hl j
    have e : 1 / (4 * ((j + 1 : ℕ) : ℝ)) = 1 / 4 * (1 / ((j : ℝ) + 1)) := by
      push_cast
      rw [one_div_mul_one_div]
    rw [e]
    linarith

/-- For every occupation in `[0,1]` the truncation after `m ≥ 1` terms overestimates the
entropy by at most `1/(4m)`, and never underestimates it. -/
theorem truncation_error {p : ℝ} (hp : p ∈ Set.Icc (0 : ℝ) 1) {m : ℕ} (hm : 1 ≤ m) :
    levelEntropy p ≤ polyEntropy m p ∧
      polyEntropy m p ≤ levelEntropy p + 1 / (4 * (m : ℝ)) := by
  have hs : Continuous levelEntropy :=
    Real.continuous_mul_log.neg.sub
      (Real.continuous_mul_log.comp (continuous_const.sub continuous_id))
  have ht : Continuous (polyEntropy m) :=
    continuous_const.sub (continuous_finsetSum _ fun k _ =>
      (Continuous.pow (by fun_prop) _).div_const _)
  -- both bounds are closed conditions, so they extend to empty and full levels
  have hc : IsClosed {q | levelEntropy q ≤ polyEntropy m q ∧
      polyEntropy m q ≤ levelEntropy q + 1 / (4 * (m : ℝ))} :=
    (isClosed_le hs ht).inter (isClosed_le ht (hs.add continuous_const))
  have h := closure_minimal (s := Set.Ioo (0 : ℝ) 1)
    (fun q hq => truncation_interior hq.1 hq.2 hm) hc
  rw [closure_Ioo zero_ne_one] at h
  exact h hp

/-- For every occupation in `[0,1]`, the entropy series sums to `log 2` minus the entropy. -/
theorem entropy_series {p : ℝ} (hp : p ∈ Set.Icc (0 : ℝ) 1) :
    HasSum (fun k => entropyTerm k p) (Real.log 2 - levelEntropy p) := by
  rw [hasSum_iff_tendsto_nat_of_nonneg (fun k => entropyTerm_nonneg k p)]
  have hu := ((tendsto_one_div_add_atTop_nhds_zero_nat (𝕜 := ℝ)).const_mul
    (1 / 4)).const_add (levelEntropy p)
  rw [mul_zero, add_zero] at hu
  have h1 : Tendsto (fun j => polyEntropy (j + 1) p) atTop (𝓝 (levelEntropy p)) := by
    refine tendsto_of_tendsto_of_tendsto_of_le_of_le tendsto_const_nhds hu
      (fun j => (truncation_error hp (Nat.le_add_left 1 j)).1) (fun j => ?_)
    have h := (truncation_error hp (Nat.le_add_left 1 j)).2
    push_cast at h
    rw [← one_div_mul_one_div] at h
    exact h
  have h := (tendsto_add_atTop_iff_nat (f := fun j => polyEntropy j p) 1).1 h1
  refine (h.const_sub (Real.log 2)).congr fun j => ?_
  unfold polyEntropy
  ring

/-- For an empty level the truncation after `m` terms exceeds the entropy by at least
`1/(4m + 2)`. -/
theorem truncation_error_empty_level (m : ℕ) :
    1 / (4 * (m : ℝ) + 2) ≤ polyEntropy m 0 - levelEntropy 0 := by
  have ht := (entropy_series (p := 0) ⟨le_rfl, zero_le_one⟩).tendsto_sum_nat.const_sub
    (Real.log 2)
  rw [sub_sub_cancel] at ht
  have hz : Tendsto (fun j : ℕ => 1 / (4 * (j : ℝ) + 2)) atTop (𝓝 0) := by
    refine squeeze_zero (fun j => by positivity) (fun j => ?_)
      (tendsto_one_div_add_atTop_nhds_zero_nat (𝕜 := ℝ))
    have hj : (0 : ℝ) ≤ j := Nat.cast_nonneg j
    exact one_div_le_one_div_of_le (by positivity) (by linarith)
  have hl := ht.sub hz
  rw [sub_zero] at hl
  have ha : Antitone (fun j : ℕ => (Real.log 2 - ∑ k ∈ Finset.range j, entropyTerm k 0)
      - 1 / (4 * (j : ℝ) + 2)) := by
    refine antitone_nat_of_succ_le fun j => ?_
    have hj : (0 : ℝ) ≤ j := Nat.cast_nonneg j
    have e : 1 / (4 * (j : ℝ) + 2) - 1 / (4 * ((j : ℝ) + 1) + 2)
        = 1 / ((2 * (j : ℝ) + 1) * (2 * (j : ℝ) + 3)) := by
      have a1 : 2 * (j : ℝ) + 1 ≠ 0 := by positivity
      have a2 : 2 * (j : ℝ) + 3 ≠ 0 := by positivity
      rw [show 4 * (j : ℝ) + 2 = 2 * (2 * j + 1) by ring,
        show 4 * ((j : ℝ) + 1) + 2 = 2 * (2 * j + 3) by ring]
      field_simp
      ring
    have hb : 1 / ((2 * (j : ℝ) + 1) * (2 * (j : ℝ) + 3)) ≤ entropyTerm j 0 := by
      unfold entropyTerm
      rw [mul_zero, sub_zero, one_pow]
      exact one_div_le_one_div_of_le (by positivity) (by nlinarith)
    rw [Finset.sum_range_succ]
    push_cast
    linarith
  have h := ha.le_of_tendsto hl m
  unfold polyEntropy
  linarith

variable {n : Type*} [Fintype n] [DecidableEq n]

/-- For `P = U diag(p) U†` with `U` unitary, the trace of a power of `1 - 2P` is the sum of
that power of `1 - 2p` over the levels. -/
theorem trace_pow_occupations {U : Matrix n n ℂ} (hV : Uᴴ * U = 1) (p : n → ℝ) (j : ℕ) :
    trace ((1 - (2 : ℂ) • (U * diagonal (fun i => (p i : ℂ)) * Uᴴ)) ^ j)
      = ∑ i, (1 - 2 * (p i : ℂ)) ^ j := by
  have hU : U * Uᴴ = 1 := mul_eq_one_comm.1 hV
  have hd : diagonal (fun i => 1 - 2 * (p i : ℂ))
      = 1 - (2 : ℂ) • diagonal (fun i => (p i : ℂ)) := by
    ext a b
    by_cases h : a = b
    · subst h; simp
    · simp [h]
  have hD : 1 - (2 : ℂ) • (U * diagonal (fun i => (p i : ℂ)) * Uᴴ)
      = U * diagonal (fun i => 1 - 2 * (p i : ℂ)) * Uᴴ := by
    rw [hd, mul_sub, sub_mul, mul_one, hU, mul_smul_comm, smul_mul_assoc]
  have hpow : ∀ (D : Matrix n n ℂ) (l : ℕ), (U * D * Uᴴ) ^ l = U * D ^ l * Uᴴ := by
    intro D l
    induction l with
    | zero => simp [hU]
    | succ l ih =>
      rw [pow_succ, ih, pow_succ]
      calc U * D ^ l * Uᴴ * (U * D * Uᴴ) = U * D ^ l * (Uᴴ * U) * D * Uᴴ := by
            simp only [mul_assoc]
        _ = U * (D ^ l * D) * Uᴴ := by rw [hV]; simp only [mul_one, mul_assoc]
  rw [hD, hpow, Matrix.trace_mul_comm, ← mul_assoc, hV, one_mul, diagonal_pow, trace_diagonal]
  simp

/-- The polynomial entropy of a density matrix with occupations `p i` in `[0,1]`, truncated
after `m ≥ 1` terms, lies above the total level entropy by at most the dimension over `4m`. -/
theorem matrix_truncation_error {U P : Matrix n n ℂ} (hU : Uᴴ * U = 1) {p : n → ℝ}
    (hP : P = U * diagonal (fun i => (p i : ℂ)) * Uᴴ)
    (hp : ∀ i, p i ∈ Set.Icc (0 : ℝ) 1) {m : ℕ} (hm : 1 ≤ m) :
    (matrixPolyEntropy m P).im = 0 ∧
      ∑ i, levelEntropy (p i) ≤ (matrixPolyEntropy m P).re ∧
      (matrixPolyEntropy m P).re
        ≤ ∑ i, levelEntropy (p i) + (Fintype.card n : ℝ) / (4 * (m : ℝ)) := by
  -- the trace functional is the sum of the level polynomials
  have key : matrixPolyEntropy m P = ((∑ i, polyEntropy m (p i) : ℝ) : ℂ) := by
    have hr : ∑ i, polyEntropy m (p i) = (Fintype.card n : ℝ) * Real.log 2
        - ∑ k ∈ Finset.range m, ∑ i, entropyTerm k (p i) := by
      unfold polyEntropy
      rw [Finset.sum_sub_distrib, Finset.sum_comm, Finset.sum_const, Finset.card_univ,
        nsmul_eq_mul]
    rw [hr, hP, matrixPolyEntropy, Complex.ofReal_sub, Complex.ofReal_mul,
      Complex.ofReal_natCast, Complex.ofReal_sum]
    congr 1
    refine Finset.sum_congr rfl fun k _ => ?_
    rw [trace_pow_occupations hU, Finset.sum_div, Complex.ofReal_sum]
    refine Finset.sum_congr rfl fun i _ => ?_
    unfold entropyTerm
    push_cast
    rfl
  rw [key, Complex.ofReal_re, Complex.ofReal_im]
  refine ⟨rfl, Finset.sum_le_sum fun i _ => (truncation_error (hp i) hm).1, ?_⟩
  have h := Finset.sum_le_sum fun i (_ : i ∈ Finset.univ) => (truncation_error (hp i) hm).2
  rw [Finset.sum_add_distrib, Finset.sum_const, Finset.card_univ, nsmul_eq_mul,
    mul_one_div] at h
  exact h

end

end OccupationEntropySeries
```

```lean
#print axioms OccupationEntropySeries.truncation_error_empty_level
#print axioms OccupationEntropySeries.matrix_truncation_error
```

```
'OccupationEntropySeries.truncation_error_empty_level' depends on axioms: [propext, Classical.choice, Quot.sound]
'OccupationEntropySeries.matrix_truncation_error' depends on axioms: [propext, Classical.choice, Quot.sound]
```

## How the Lean proof follows the calculation

`hasSum_interior` is the calculation for \(0<p<1\). `A` and `B` are the two logarithm series with their prefactors, `hf` matches the terms, and `hv` matches the closed forms.

`truncation_interior` replaces tail sums by monotone sequences. The \(s_m\) decrease to \(s\) because `entropyTerm_nonneg` makes each subtracted term nonnegative, so each of them lies above the limit. The sequence \(s_m-1/(4m)\) increases to the same limit, so each member lies below it. In that step `hb` is the bound on one term and `he` is the telescoping identity, both with \(k=j+1\).

`truncation_error` observes that the occupations satisfying both inequalities form a closed set. This set contains the open interval, hence also its closure \([0,1]\). `entropy_series` then squeezes \(s_m\) between \(s\) and \(s+1/(4m)\); for nonnegative terms, convergence of the partial sums is enough for `HasSum`. `truncation_error_empty_level` shows that \(s_m(0)-1/(4m+2)\) decreases to \(s(0)\), which is the second telescoping comparison.

For matrices, `trace_pow_occupations` proves by induction that powers pass through the unitary transformation, then uses cyclicity of the trace. In `matrix_truncation_error`, `key` identifies the trace expression with the real number \(\sum_i s_m(p_i)\), and summing the single-level bounds finishes the proof.
